# Kolafa's predictor coefficients sum to one, and their odd moments vanish up to order 2k+1

Kolafa's coefficients are modelled here as a real-valued function of two natural numbers, the order k and the history depth j. The function has values at every j, but only 1 ≤ j ≤ k+2 belongs to the predictor, so every sum runs over `Icc 1 (k + 2)`. Depth 1 is the most recent step.

In Lean 4 with Mathlib:

```lean
import Mathlib

open Finset

namespace KolafaPredictor

noncomputable section
```

With C(a,b) the binomial coefficient and D = C(2k+2, k+1), the coefficients are

B_j = (−1)^(j+1) j C(2k+4, k+2−j) / D.

For k = 0 they are B_1 = 2 and B_2 = −1, which is linear extrapolation.

```lean
/-- Kolafa's coefficient `B_j` of order `k`, for the history depths `1 ≤ j ≤ k + 2`. -/
def kolafa (k j : ℕ) : ℝ :=
  (-1) ^ (j + 1) * j * ((2 * k + 4).choose (k + 2 - j)) / ((2 * k + 2).choose (k + 1))
```

From earlier values y(t−jh) of a quantity y, with time step h, the predictor supplies the initial guess Σ_j B_j y(t−jh) for y(t). The corrector then mixes the output of one self-consistent-field (SCF) iteration started from the guess, with weight w, and the guess itself, with weight 1−w. Kolafa's choice is w = (k+2)/(2k+3).

```lean
/-- The mixing weight `w = (k + 2) / (2 k + 3)` of the corrector. -/
def damping (k : ℕ) : ℝ := ((k : ℝ) + 2) / (2 * k + 3)
```

## Odd moments from alternating sums

The main tool is the alternating moment

A(n,m,x) = Σ_{i=0}^{n} (−1)^i C(n,i) (x+i)^m.

```lean
/-- The alternating binomial moment of order `m` on `n + 1` equidistant points from `x`. -/
def altMoment (n m : ℕ) (x : ℝ) : ℝ :=
  ∑ i ∈ range (n + 1), (-1 : ℝ) ^ i * (n.choose i) * (x + i) ^ m
```

To bring the coefficients into this form, count from the oldest entry, i = k+2−j, with i = 0, …, k+1.

```lean
/-- A sum over history depths `1, ..., n` can be read from the oldest entry to the newest. -/
theorem sum_reflect (n : ℕ) (f : ℕ → ℝ) :
    ∑ j ∈ Icc 1 n, f j = ∑ i ∈ range n, f (n - i) := by
  refine Finset.sum_nbij' (fun j => n - j) (fun i => n - i) ?_ ?_ ?_ ?_ ?_
  · intro j hj
    simp only [mem_Icc, mem_range] at *
    omega
  · intro i hi
    simp only [mem_Icc, mem_range] at *
    omega
  · intro j hj
    exact Nat.sub_sub_self (mem_Icc.mp hj).2
  · intro i hi
    exact Nat.sub_sub_self (mem_range.mp hi).le
  · intro j hj
    show f j = f (n - (n - j))
    rw [Nat.sub_sub_self (mem_Icc.mp hj).2]
```

The sign splits into a constant and an alternating factor:

B_(k+2−i) = (−1)^(k+1) (−1)^i (k+2−i) C(2k+4, i) / D.

```lean
/-- The coefficient at depth `k + 2 - i`, written with the binomial `C(2k+4, i)`. -/
theorem kolafa_reflect (k i : ℕ) (hi : i ≤ k + 2) :
    kolafa k (k + 2 - i) = (-1) ^ (k + 1) *
      ((-1) ^ i * ((k : ℝ) + 2 - i) * ((2 * k + 4).choose i)) /
        ((2 * k + 2).choose (k + 1)) := by
  have hs : (-1 : ℝ) ^ (k + 2 - i + 1) = (-1) ^ (k + 1) * (-1) ^ i := by
    obtain ⟨j, hj⟩ : ∃ j, k + 2 = i + j := ⟨k + 2 - i, by omega⟩
    have h : (-1 : ℝ) ^ (k + 2) = (-1) ^ i * (-1) ^ j := by rw [hj, pow_add]
    have q : (-1 : ℝ) ^ i * (-1) ^ i = 1 := by rw [← mul_pow]; norm_num
    rw [show k + 2 - i = j by omega]
    linear_combination (-1 : ℝ) ^ i * h + (-1 : ℝ) ^ j * q
  unfold kolafa
  rw [hs, Nat.sub_sub_self hi, Nat.cast_sub hi]
  push_cast
  ring
```

Split one factor x+i off the power in A(n+1,m+1,x). The x part gives x A(n+1,m,x). In the i part, i C(n+1,i) = (n+1) C(n,i−1) for i ≥ 1, and shifting i by one changes the sign:

A(n+1,m+1,x) = x A(n+1,m,x) − (n+1) A(n,m,x+1).

```lean
/-- Recurrence that lowers the order of an alternating binomial moment. -/
theorem altMoment_succ (n m : ℕ) (x : ℝ) :
    altMoment (n + 1) (m + 1) x =
      x * altMoment (n + 1) m x - (n + 1) * altMoment n m (x + 1) := by
  unfold altMoment
  have h : ∑ i ∈ range (n + 1 + 1), (-1 : ℝ) ^ i * (i * ((n + 1).choose i)) * (x + i) ^ m
      = -((n : ℝ) + 1) * ∑ i ∈ range (n + 1), (-1 : ℝ) ^ i * (n.choose i) * (x + 1 + i) ^ m := by
    rw [sum_range_succ', mul_sum]
    simp only [Nat.cast_zero, zero_mul, mul_zero, add_zero]
    apply sum_congr rfl
    intro i _
    have hc : ((n : ℝ) + 1) * (n.choose i) = ((n + 1).choose (i + 1)) * ((i : ℝ) + 1) := by
      exact_mod_cast Nat.add_one_mul_choose_eq n i
    push_cast
    rw [show x + ((i : ℝ) + 1) = x + 1 + i by ring]
    linear_combination (-1 : ℝ) ^ i * (x + 1 + i) ^ m * hc
  have h2 : ∑ i ∈ range (n + 1 + 1), (-1 : ℝ) ^ i * ((n + 1).choose i) * (x + i) ^ (m + 1)
      = x * ∑ i ∈ range (n + 1 + 1), (-1 : ℝ) ^ i * ((n + 1).choose i) * (x + i) ^ m
        + ∑ i ∈ range (n + 1 + 1), (-1 : ℝ) ^ i * (i * ((n + 1).choose i)) * (x + i) ^ m := by
    rw [mul_sum, ← sum_add_distrib]
    apply sum_congr rfl
    intro i _
    ring
  rw [h2, h]
  ring
```

For m = 0 the binomial theorem gives (1−1)^n, which is 0 for n > 0 and 1 for n = 0. Induction on m, for all n and x at once, then gives

A(n,m,x) = 0 for m < n, and A(n,n,x) = (−1)^n n!.

In the recurrence the first term vanishes because m < n+1; the second supplies the next factor −(n+1) of the factorial.

```lean
/-- Alternating binomial moments vanish below order `n` and equal `(-1)^n n!` at order `n`. -/
theorem altMoment_of_le (m : ℕ) : ∀ (n : ℕ) (x : ℝ), m ≤ n →
    altMoment n m x = if m = n then (-1) ^ n * (n.factorial : ℝ) else 0 := by
  induction m with
  | zero =>
    intro n x _
    cases n with
    | zero => simp [altMoment]
    | succ n =>
      have h := add_pow (-1 : ℝ) 1 (n + 1)
      simpa [altMoment] using h.symm
  | succ m ih =>
    intro n x h
    obtain ⟨n, rfl⟩ : ∃ p, n = p + 1 := ⟨n - 1, by omega⟩
    rw [altMoment_succ, ih (n + 1) x (by omega), ih n (x + 1) (by omega),
      if_neg (by omega : ¬ m = n + 1)]
    by_cases hmn : m = n
    · subst hmn
      simp only [↓reduceIte, Nat.factorial_succ]
      push_cast
      ring
    · rw [if_neg hmn, if_neg (by omega : ¬ m + 1 = n + 1)]
      ring
```

Let l be odd. The factor j in B_j raises the power to l+1, which is even, so (k+2−i)^(l+1) is symmetric under i → 2k+4−i, as are C(2k+4,i) and (−1)^i. The central term is zero. The sum is therefore half of a full moment, a pairing done by `fold`:

Σ_j B_j j^l = −(−1)^k A(2k+4, l+1, −(k+2)) / (2D).

```lean
/-- An odd moment of the Kolafa coefficients is a multiple of a full alternating moment. -/
theorem odd_moment (k l : ℕ) (hl : Odd l) :
    ∑ j ∈ Icc 1 (k + 2), kolafa k j * (j : ℝ) ^ l =
      -(-1) ^ k * altMoment (2 * (k + 2)) (l + 1) (-((k + 2 : ℕ) : ℝ)) /
        (2 * ((2 * k + 2).choose (k + 1))) := by
  have he : Even (l + 1) := hl.add_one
  -- the summand is symmetric about the centre, where it vanishes
  have fold : ∀ (n : ℕ) (g : ℕ → ℝ), g n = 0 → (∀ x < n, g (n + (x + 1)) = g (n - 1 - x)) →
      ∑ i ∈ range (2 * n + 1), g i = 2 * ∑ i ∈ range n, g i := by
    intro n g h0 hs
    have split : ∀ m, ∑ i ∈ range (n + m), g i
        = ∑ i ∈ range n, g i + ∑ x ∈ range m, g (n + x) := by
      intro m
      induction m with
      | zero => simp
      | succ m ih => rw [← Nat.add_assoc, sum_range_succ, ih, sum_range_succ, add_assoc]
    rw [show 2 * n + 1 = n + (n + 1) by ring, split, sum_range_succ',
      sum_congr rfl (fun x hx => hs x (mem_range.mp hx)), sum_range_reflect, Nat.add_zero, h0]
    ring
  have hf : altMoment (2 * (k + 2)) (l + 1) (-((k + 2 : ℕ) : ℝ)) = 2 * ∑ i ∈ range (k + 2),
      (-1 : ℝ) ^ i * ((2 * (k + 2)).choose i) * (-((k + 2 : ℕ) : ℝ) + i) ^ (l + 1) := by
    generalize k + 2 = n
    refine fold n (fun i => (-1 : ℝ) ^ i * ((2 * n).choose i) * (-(n : ℝ) + i) ^ (l + 1)) ?_ ?_
    · simp
    · intro x hx
      obtain ⟨d, rfl⟩ : ∃ d, n = x + 1 + d := ⟨n - (x + 1), by omega⟩
      have hc : (2 * (x + 1 + d)).choose (x + 1 + d + (x + 1)) = (2 * (x + 1 + d)).choose d :=
        Nat.choose_symm_of_eq_add (by omega)
      have hs : (-1 : ℝ) ^ (x + 1 + d + (x + 1)) = (-1) ^ d := by
        rw [show x + 1 + d + (x + 1) = d + 2 * (x + 1) by ring, pow_add, pow_mul]
        norm_num
      have e1 : -((x + 1 + d : ℕ) : ℝ) + ((x + 1 + d + (x + 1) : ℕ) : ℝ) = (x : ℝ) + 1 := by
        push_cast
        ring
      have e2 : -((x + 1 + d : ℕ) : ℝ) + (d : ℝ) = -((x : ℝ) + 1) := by
        push_cast
        ring
      rw [show x + 1 + d - 1 - x = d by omega, hc, hs, e1, e2, he.neg_pow]
  have key : ∀ a s d : ℝ, -a * (2 * s) / (2 * d) = -a / d * s := by
    intro a s d
    rw [show -a * (2 * s) = 2 * (-a * s) by ring, mul_div_mul_left _ _ two_ne_zero]
    ring
  rw [hf, sum_reflect, key, mul_sum]
  apply sum_congr rfl
  intro i hi
  have hi' := (mem_range.mp hi).le
  rw [kolafa_reflect k i hi', Nat.cast_sub hi',
    show -((k + 2 : ℕ) : ℝ) + i = -(((k + 2 : ℕ) : ℝ) - i) by ring, he.neg_pow,
    show 2 * (k + 2) = 2 * k + 4 by ring]
  push_cast
  generalize (k : ℝ) + 2 - i = y
  ring
```

## Normalisation and absolute sum

The unit sum follows from the partial sums

Σ_{i=0}^{m} (−1)^i (x−i) C(N+2,i) = (−1)^m [(x−m−1) C(N+1,m) + C(N,m)].

In the induction step, Pascal's rule splits the new binomial into C(N+1,m) + C(N+1,m+1). The terms in (x−m−1) C(N+1,m) cancel, and C(N,m) = C(N+1,m+1) − C(N,m+1) restores the form. At N = 2k+2, m = k+1, x = k+2 the right side is (−1)^(k+1) D, so the coefficients sum to 1.

```lean
/-- The Kolafa coefficients sum to one. -/
theorem sum_kolafa (k : ℕ) : ∑ j ∈ Icc 1 (k + 2), kolafa k j = 1 := by
  have hD : ((2 * k + 2).choose (k + 1) : ℝ) ≠ 0 := by
    exact_mod_cast (Nat.choose_pos (by omega)).ne'
  -- closed form of the partial sums, by Pascal's rule
  have part : ∀ (N m : ℕ) (x : ℝ),
      ∑ i ∈ range (m + 1), (-1 : ℝ) ^ i * (x - i) * ((N + 2).choose i)
        = (-1) ^ m * ((x - m - 1) * ((N + 1).choose m) + (N.choose m)) := by
    intro N m x
    induction m with
    | zero => simp
    | succ m ih =>
      have p1 : ((N + 2).choose (m + 1) : ℝ)
          = ((N + 1).choose m) + ((N + 1).choose (m + 1)) := by
        exact_mod_cast Nat.choose_succ_succ' (N + 1) m
      have p2 : ((N + 1).choose (m + 1) : ℝ) = (N.choose m) + (N.choose (m + 1)) := by
        exact_mod_cast Nat.choose_succ_succ' N m
      rw [sum_range_succ, ih, p1, p2]
      push_cast
      ring
  have h : ∑ i ∈ range (k + 2), (-1 : ℝ) ^ i * ((k : ℝ) + 2 - i) * ((2 * k + 4).choose i)
      = (-1) ^ (k + 1) * (((k : ℝ) + 2 - ((k + 1 : ℕ) : ℝ) - 1) * ((2 * k + 2 + 1).choose (k + 1))
        + ((2 * k + 2).choose (k + 1))) := part (2 * k + 2) (k + 1) ((k : ℝ) + 2)
  have e : (k : ℝ) + 2 - ((k + 1 : ℕ) : ℝ) - 1 = 0 := by
    push_cast
    ring
  have q : (-1 : ℝ) ^ (k + 1) * (-1) ^ (k + 1) = 1 := by rw [← mul_pow]; norm_num
  rw [sum_reflect, sum_congr rfl (fun i hi => kolafa_reflect k i (mem_range.mp hi).le),
    ← sum_div, ← mul_sum, h, e, zero_mul, zero_add, ← mul_assoc, q, one_mul, div_self hD]
```

For absolute values the signs disappear, and

Σ_{i=0}^{m−1} (N−2i) C(N,i) = m C(N,m),

because adding the next term gives (N−m) C(N,m) = (m+1) C(N,m+1). With N = 2k+4 and m = k+2,

Σ_j |B_j| = (k+2) C(2k+4,k+2) / (2D) = 2k+3,

by the central binomial recurrence (k+2) C(2k+4,k+2) = 2(2k+3) D.

```lean
/-- The absolute values of the Kolafa coefficients sum to `2 k + 3`. -/
theorem sum_abs_kolafa (k : ℕ) : ∑ j ∈ Icc 1 (k + 2), |kolafa k j| = 2 * k + 3 := by
  have hD : ((2 * k + 2).choose (k + 1) : ℝ) ≠ 0 := by
    exact_mod_cast (Nat.choose_pos (by omega)).ne'
  have part : ∀ N m : ℕ,
      ∑ i ∈ range m, ((N : ℝ) - 2 * i) * (N.choose i) = m * (N.choose m) := by
    intro N m
    induction m with
    | zero => simp
    | succ m ih =>
      have a : ((N : ℝ) + 1) * (N.choose m) = ((N + 1).choose (m + 1)) * ((m : ℝ) + 1) := by
        exact_mod_cast Nat.add_one_mul_choose_eq N m
      have p : ((N + 1).choose (m + 1) : ℝ) = (N.choose m) + (N.choose (m + 1)) := by
        exact_mod_cast Nat.choose_succ_succ' N m
      rw [sum_range_succ, ih]
      push_cast
      linear_combination a + ((m : ℝ) + 1) * p
  -- recurrence of the central binomial coefficients
  have hc : ((k : ℝ) + 2) * ((2 * k + 4).choose (k + 2))
      = 2 * (2 * k + 3) * ((2 * k + 2).choose (k + 1)) := by
    have h := Nat.succ_mul_centralBinom_succ (k + 1)
    rw [Nat.centralBinom_eq_two_mul_choose, Nat.centralBinom_eq_two_mul_choose,
      show k + 1 + 1 = k + 2 from rfl, show 2 * (k + 2) = 2 * k + 4 by ring,
      show 2 * (k + 1) = 2 * k + 2 by ring] at h
    have h' := congrArg (Nat.cast : ℕ → ℝ) h
    push_cast at h'
    linear_combination h'
  have ht : ∑ i ∈ range (k + 2), |kolafa k (k + 2 - i)|
      = (∑ i ∈ range (k + 2), (((2 * k + 4 : ℕ) : ℝ) - 2 * i) * ((2 * k + 4).choose i)) /
        (2 * ((2 * k + 2).choose (k + 1))) := by
    rw [sum_div]
    apply sum_congr rfl
    intro i hi
    have hi' := (mem_range.mp hi).le
    simp only [kolafa, abs_div, abs_mul, abs_pow, abs_neg, abs_one, one_pow, one_mul,
      Nat.abs_cast]
    rw [Nat.sub_sub_self hi', Nat.cast_sub hi']
    push_cast
    ring
  rw [sum_reflect, ht, part, div_eq_iff (mul_ne_zero two_ne_zero hD)]
  push_cast
  linear_combination hc
```

The main theorem joins these results. For odd l ≤ 2k+1 the order l+1 lies below 2k+4, so the moment vanishes; at l = 2k+3 it is −(−1)^k (2k+4)!/(2D), which is nonzero. Finally, (2w−1)(2k+3) = 1 is solved by w = (k+2)/(2k+3) alone. If the SCF iteration reverses the sign of an error and leaves its size unchanged, correction multiplies that error by 1−2w, so this w just offsets the largest growth 2k+3 that the predictor can cause.

```lean
/-- Kolafa's coefficients sum to one, their odd moments vanish up to order `2k+1` but not at `2k+3`,
their absolute values sum to `2k+3`, and `(2w - 1) ∑ |B_j| = 1` holds exactly for `w =
(k+2)/(2k+3)`. -/
theorem kolafa_main (k : ℕ) :
    ∑ j ∈ Icc 1 (k + 2), kolafa k j = 1 ∧
    (∀ l, Odd l → l ≤ 2 * k + 1 → ∑ j ∈ Icc 1 (k + 2), kolafa k j * (j : ℝ) ^ l = 0) ∧
    ∑ j ∈ Icc 1 (k + 2), kolafa k j * (j : ℝ) ^ (2 * k + 3) ≠ 0 ∧
    ∑ j ∈ Icc 1 (k + 2), |kolafa k j| = 2 * k + 3 ∧
    ∀ w : ℝ, (2 * w - 1) * ∑ j ∈ Icc 1 (k + 2), |kolafa k j| = 1 ↔ w = damping k := by
  have hD : ((2 * k + 2).choose (k + 1) : ℝ) ≠ 0 := by
    exact_mod_cast (Nat.choose_pos (by omega)).ne'
  refine ⟨sum_kolafa k, ?_, ?_, sum_abs_kolafa k, ?_⟩
  · intro l hl hk
    rw [odd_moment k l hl, altMoment_of_le _ _ _ (by omega),
      if_neg (by omega : ¬ l + 1 = 2 * (k + 2)), mul_zero, zero_div]
  · rw [odd_moment k (2 * k + 3) ⟨k + 1, by ring⟩, altMoment_of_le _ _ _ (by omega),
      if_pos (by omega : 2 * k + 3 + 1 = 2 * (k + 2))]
    exact div_ne_zero (mul_ne_zero (neg_ne_zero.2 (pow_ne_zero _ (by norm_num)))
      (mul_ne_zero (pow_ne_zero _ (by norm_num))
        (by exact_mod_cast Nat.factorial_ne_zero _))) (mul_ne_zero two_ne_zero hD)
  · intro w
    have hne : (2 * (k : ℝ) + 3) ≠ 0 := by positivity
    rw [sum_abs_kolafa, damping, eq_div_iff hne]
    constructor
    · intro h
      linear_combination h / 2
    · intro h
      linear_combination 2 * h
```

## Consequences for dynamics

Let p be one component of a trajectory, a polynomial of degree at most 2k+2, and h the time step. Expand p(t+hs) = Σ_l q_l s^l. Past minus future extrapolation is

Σ_l q_l ((−1)^l − 1) Σ_j B_j j^l = 0,

since the bracket vanishes for even l and the moment for odd l. This is time symmetry of the predictor on polynomials of this degree; the common value need not be p(t), and nothing is said about reversibility of the whole integrator.

```lean
/-- On a polynomial trajectory of degree at most `2k+2`, extrapolation to time `t` from the past
and from the mirrored future gives the same value. -/
theorem predictor_time_reversible (k : ℕ) (p : Polynomial ℝ) (hp : p.natDegree ≤ 2 * k + 2)
    (t h : ℝ) :
    ∑ j ∈ Icc 1 (k + 2), kolafa k j * p.eval (t - j * h) =
      ∑ j ∈ Icc 1 (k + 2), kolafa k j * p.eval (t + j * h) := by
  obtain ⟨q, hq⟩ : ∃ q : Polynomial ℝ,
      q = p.comp (Polynomial.C t + Polynomial.C h * Polynomial.X) := ⟨_, rfl⟩
  have h1 : (Polynomial.C t + Polynomial.C h * Polynomial.X).natDegree ≤ 1 := by
    compute_degree
  have hd : q.natDegree < 2 * k + 3 := by
    rw [hq]
    exact lt_of_le_of_lt (Polynomial.natDegree_comp_le.trans (Nat.mul_le_mul hp h1)) (by omega)
  have ev : ∀ s : ℝ, p.eval (t + h * s) = ∑ l ∈ range (2 * k + 3), q.coeff l * s ^ l := by
    intro s
    rw [← Polynomial.eval_eq_sum_range' hd s]
    simp [hq, Polynomial.eval_comp]
  rw [← sub_eq_zero, ← sum_sub_distrib]
  -- only the odd moments enter the difference
  calc ∑ j ∈ Icc 1 (k + 2),
        (kolafa k j * p.eval (t - j * h) - kolafa k j * p.eval (t + j * h))
      = ∑ j ∈ Icc 1 (k + 2), ∑ l ∈ range (2 * k + 3),
          q.coeff l * ((-1) ^ l - 1) * (kolafa k j * (j : ℝ) ^ l) := by
        apply sum_congr rfl
        intro j _
        rw [show t - j * h = t + h * (-(j : ℝ)) by ring, show t + j * h = t + h * (j : ℝ) by ring,
          ev, ev, mul_sum, mul_sum, ← sum_sub_distrib]
        apply sum_congr rfl
        intro l _
        rw [neg_pow (j : ℝ) l]
        ring
    _ = 0 := by
        rw [sum_comm]
        apply sum_eq_zero
        intro l hl
        rw [← mul_sum]
        rcases Nat.even_or_odd l with he | ho
        · rw [he.neg_one_pow]
          ring
        · have hb : l ≤ 2 * k + 1 := by
            have := mem_range.mp hl
            obtain ⟨r, hr⟩ := ho
            omega
          rw [(kolafa_main k).2.1 l ho hb, mul_zero]
```

Let e_j be the error at depth j, with |e_j| ≤ M, and let the SCF map multiply errors by a real number μ, its linear response. The error that the prediction inherits from the history, P = Σ_j B_j e_j, satisfies |P| ≤ (2k+3)M. After correction it is

wμP + (1−w)P = (k+1+(k+2)μ) P / (2k+3).

The hypotheses −1 ≤ μ and (k+2)μ ≤ −k put the bracket between −1 and 1, so the inherited error is at most M in absolute value. They are restrictive: for k ≥ 1 they exclude μ = 0, an SCF iteration that returns the exact solution, and the allowed interval shrinks towards −1 as k grows. For initial guesses in Born–Oppenheimer dynamics, this bounds one step's propagated error in a scalar linear model without new extrapolation error.

```lean
/-- If the SCF map multiplies errors by `μ` with `-1 ≤ μ` and `(k+2) μ ≤ -k`, and the errors in the
history are at most `M` in absolute value, then so is the error inherited from them after prediction
and damped correction. New extrapolation error is not included. -/
theorem corrected_error_le (k : ℕ) (μ M : ℝ) (e : ℕ → ℝ) (h1 : -1 ≤ μ)
    (h2 : ((k : ℝ) + 2) * μ ≤ -k) (he : ∀ j ∈ Icc 1 (k + 2), |e j| ≤ M) :
    |damping k * (μ * ∑ j ∈ Icc 1 (k + 2), kolafa k j * e j) +
      (1 - damping k) * ∑ j ∈ Icc 1 (k + 2), kolafa k j * e j| ≤ M := by
  have hpos : (0 : ℝ) < 2 * k + 3 := by positivity
  have hP : |∑ j ∈ Icc 1 (k + 2), kolafa k j * e j| ≤ (2 * k + 3) * M := by
    rw [← sum_abs_kolafa k, sum_mul]
    refine (abs_sum_le_sum_abs _ _).trans (sum_le_sum ?_)
    intro j hj
    rw [abs_mul]
    exact mul_le_mul_of_nonneg_left (he j hj) (abs_nonneg _)
  generalize ∑ j ∈ Icc 1 (k + 2), kolafa k j * e j = P at hP ⊢
  have hw : damping k * (2 * k + 3) = (k : ℝ) + 2 := div_mul_cancel₀ _ hpos.ne'
  have hk : (0 : ℝ) ≤ (k : ℝ) + 2 := by positivity
  have hc : |(k : ℝ) + 1 + (k + 2) * μ| ≤ 1 := by
    rw [abs_le]
    constructor
    · nlinarith [mul_le_mul_of_nonneg_left h1 hk]
    · linarith
  have hf : damping k * (μ * P) + (1 - damping k) * P
      = ((k : ℝ) + 1 + (k + 2) * μ) * P / (2 * k + 3) := by
    rw [eq_div_iff hpos.ne']
    linear_combination (μ * P - P) * hw
  rw [hf, abs_div, abs_of_pos hpos, div_le_iff₀ hpos, abs_mul]
  have hm := mul_le_mul_of_nonneg_right hc (abs_nonneg P)
  linarith

end

end KolafaPredictor
```

```lean
#print axioms KolafaPredictor.kolafa_main
#print axioms KolafaPredictor.predictor_time_reversible
#print axioms KolafaPredictor.corrected_error_le
```

```
'KolafaPredictor.kolafa_main' depends on axioms: [propext, Classical.choice, Quot.sound]
'KolafaPredictor.predictor_time_reversible' depends on axioms: [propext, Classical.choice, Quot.sound]
'KolafaPredictor.corrected_error_le' depends on axioms: [propext, Classical.choice, Quot.sound]
```

Without the upper condition on μ the bound fails: for k = 0, μ = 1/2, e_1 = 1 and e_2 = −1, we have M = 1 and P = 3, and the corrected error is 2. This is not an instability: for these k and μ each new error is (4/3)e_1 − (2/3)e_2, the characteristic roots satisfy |z|² = 2/3, and errors decay over repeated steps. The upper condition on μ thus belongs to the one-step bound and is not a stability limit. The lower one is: at μ = −1 an error that alternates in sign from step to step keeps its size, and for μ < −1 such errors can grow without bound.

If the response were modelled as a real symmetric matrix with all eigenvalues in the same interval, the same estimate would bound the Euclidean norm of an error vector, an extension left unformalised here.
